# The scaled barrier integral of the quartic double well U(x) = (x² − 1)²/4 tends to √(2π) at low temperature

The failing theorem, `barrier_window_tendsto`, concerns the dimensionless double well U(x) = (x² − 1)²/4, which has minima at x = ±1 and a barrier of height 1/4 at x = 0. It states that, for fixed a and b with −1 ≤ a < 0 < b ≤ 1, √β times the integral of exp(β(U(x) − 1/4)) from a to b tends to √(2π) as β → ∞, where β plays the part of an inverse temperature. The proof substitutes y = √β x and writes the result as an integral over the whole line of a function that vanishes outside the rescaled window. It then applies dominated convergence, with exp(−y²/4) as the bound and exp(−y²/2) as the pointwise limit.

As first written in Lean, the proof fails:

```lean
import Mathlib

open Filter Topology MeasureTheory Real

namespace KramersBarrierFactor

noncomputable section

/-- The symmetric quartic double well `U(x) = (x² - 1)² / 4`. -/
def doubleWell (x : ℝ) : ℝ := (x ^ 2 - 1) ^ 2 / 4

/-- For `β > 0`, `√β` times the barrier integral equals an integral over `y = √β x` whose integrand
is a Gaussian with the extra term `y⁴ / (4β)` in the exponent. -/
theorem barrier_rescaling {β : ℝ} (hβ : 0 < β) (a b : ℝ) :
    √β * ∫ x in a..b, Real.exp (β * (doubleWell x - 1 / 4)) =
      ∫ y in (√β * a)..(√β * b), Real.exp (-(y ^ 2 / 2) + y ^ 4 / (4 * β)) := by
  have hs : √β ^ 2 = β := Real.sq_sqrt hβ.le
  have key : ∀ x : ℝ, Real.exp (β * (doubleWell x - 1 / 4)) =
      Real.exp (-((√β * x) ^ 2 / 2) + (√β * x) ^ 4 / (4 * β)) := by
    intro x
    have e2 : (√β * x) ^ 2 = β * x ^ 2 := by rw [mul_pow, hs]
    have e4 : (√β * x) ^ 4 / (4 * β) = β * x ^ 4 / 4 := by
      have e : (√β * x) ^ 4 = β ^ 2 * x ^ 4 := by
        calc (√β * x) ^ 4 = (√β ^ 2) ^ 2 * x ^ 4 := by ring
          _ = β ^ 2 * x ^ 4 := by rw [hs]
      rw [e, div_eq_div_iff (by positivity) (by norm_num)]
      ring
    rw [e2, e4]
    congr 1
    unfold doubleWell
    ring
  refine Eq.trans ?_ (intervalIntegral.smul_integral_comp_mul_left (a := a) (b := b)
    (fun y : ℝ => Real.exp (-(y ^ 2 / 2) + y ^ 4 / (4 * β))) (√β))
  rw [smul_eq_mul]
  congr 1
  exact intervalIntegral.integral_congr fun x _ => key x

/-- Every window between the minima that has the barrier top in its interior gives the
same limit `√(2π)` of the scaled barrier integral. -/
theorem barrier_window_tendsto {a b : ℝ} (ha1 : -1 ≤ a) (ha : a < 0) (hb : 0 < b)
    (hb1 : b ≤ 1) :
    Tendsto (fun β : ℝ => √β * ∫ x in a..b, Real.exp (β * (doubleWell x - 1 / 4)))
      atTop (𝓝 √(2 * π)) := by
  have hG : ∫ y : ℝ, Real.exp (-(1 / 2 : ℝ) * y ^ 2) = √(2 * π) := by
    rw [integral_gaussian]
    congr 1
    ring
  have hlim : Tendsto (fun β : ℝ => ∫ y : ℝ, (Set.Ioc (√β * a) (√β * b)).indicator
      (fun y => Real.exp (-(y ^ 2 / 2) + y ^ 4 / (4 * β))) y) atTop
      (𝓝 (∫ y : ℝ, Real.exp (-(1 / 2 : ℝ) * y ^ 2))) := by
    refine tendsto_integral_filter_of_dominated_convergence
      (fun y : ℝ => Real.exp (-(1 / 4 : ℝ) * y ^ 2)) ?_ ?_
      (integrable_exp_neg_mul_sq (by norm_num)) ?_
    · refine Eventually.of_forall fun β => ?_
      have hm : Measurable fun y : ℝ => Real.exp (-(y ^ 2 / 2) + y ^ 4 / (4 * β)) := by
        fun_prop
      exact (hm.indicator measurableSet_Ioc).aestronglyMeasurable
    · -- inside the window `y² ≤ β`, so half of the Gaussian exponent survives
      filter_upwards [eventually_gt_atTop (0 : ℝ)] with β hβ
      refine Eventually.of_forall fun y => ?_
      by_cases hy : y ∈ Set.Ioc (√β * a) (√β * b)
      · simp only [Set.indicator_of_mem hy]
        rw [Real.norm_eq_abs, abs_of_pos (Real.exp_pos _)]
        apply Real.exp_le_exp.2
        have hs := Real.sqrt_nonneg β
        have hlo : -√β ≤ y := by nlinarith [hy.1]
        have hhi : y ≤ √β := by nlinarith [hy.2]
        have hy2 : y ^ 2 ≤ β := by
          have h := sq_le_sq' hlo hhi
          rwa [Real.sq_sqrt hβ.le] at h
        have hq : y ^ 4 / (4 * β) ≤ y ^ 2 / 4 := by
          rw [div_le_iff₀ (by positivity)]
          nlinarith [mul_le_mul_of_nonneg_left hy2 (sq_nonneg y)]
        linarith
      · simp only [Set.indicator_of_notMem hy, norm_zero]
        exact (Real.exp_pos _).le
    · -- at fixed `y` the window eventually contains `y` and the quartic term vanishes
      refine Eventually.of_forall fun y => ?_
      have t : Tendsto (fun β : ℝ => y ^ 4 / (4 * β)) atTop (𝓝 0) :=
        tendsto_const_nhds.div_atTop (tendsto_id.const_mul_atTop (by norm_num))
      have h := (Real.continuous_exp.tendsto _).comp (t.const_add (-(y ^ 2 / 2)))
      have e : Real.exp (-(1 / 2 : ℝ) * y ^ 2) = Real.exp (-(y ^ 2 / 2) + 0) := by
        congr 1
        ring
      rw [e]
      refine h.congr' ?_
      filter_upwards [(Real.tendsto_sqrt_atTop.atTop_mul_const
          (neg_pos.2 ha)).eventually_gt_atTop (-y),
        (Real.tendsto_sqrt_atTop.atTop_mul_const hb).eventually_ge_atTop y] with β h1 h2
      have hy : y ∈ Set.Ioc (√β * a) (√β * b) := ⟨by linarith, h2⟩
      exact (Set.indicator_of_mem hy _).symm
  rw [← hG]
  refine hlim.congr' ?_
  filter_upwards [eventually_gt_atTop (0 : ℝ)] with β hβ
  have hab : √β * a ≤ √β * b :=
    mul_le_mul_of_nonneg_left (by linarith) (Real.sqrt_nonneg β)
  rw [barrier_rescaling hβ, intervalIntegral.integral_of_le hab,
    ← integral_indicator measurableSet_Ioc]

end

end KramersBarrierFactor
```

The compiler's answer:

```
Main.lean:91:13: error: typeclass instance problem is stuck
  Zero ?m.1051

Note: Lean will not try to resolve this typeclass instance problem because the type argument to `Zero` is a metavariable. This argument must be fully determined before Lean will try to resolve the typeclass.

Hint: Adding type annotations and supplying implicit arguments to functions can give Lean more information for typeclass resolution. For example, if you have a variable `x` that you intend to be a `Nat`, but Lean reports it as having an unresolved type like `?m`, replacing `x` with `(x : Nat)` can get typeclass resolution un-stuck.
```

The error is in the pointwise limit, at the step saying that the indicator function equals the integrand once `y` lies in the window. `Set.indicator_of_mem` holds for functions into any type with a zero, so Lean must know that type before it can find the `Zero` instance. Here the function was left as `_`, and `hy` fixes only the set and the point. The goal would have supplied the function, but because of the trailing `.symm` Lean elaborates the term in parentheses first, without the goal's help. The value type stayed a metavariable, and the instance search was stuck.

The repair writes the function out in place of `_`. Its values are real exponentials, so the type is ℝ and the instance can be found.

The other change only rewords a comment, from "half" to "at least half" of the Gaussian exponent, and has no bearing on the error.

Fix (accepted with no message):

```diff
@@ -56,5 +56,5 @@
         fun_prop
       exact (hm.indicator measurableSet_Ioc).aestronglyMeasurable
-    · -- inside the window `y² ≤ β`, so half of the Gaussian exponent survives
+    · -- inside the window `y² ≤ β`, so at least half of the Gaussian exponent survives
       filter_upwards [eventually_gt_atTop (0 : ℝ)] with β hβ
       refine Eventually.of_forall fun y => ?_
@@ -89,5 +89,6 @@
         (Real.tendsto_sqrt_atTop.atTop_mul_const hb).eventually_ge_atTop y] with β h1 h2
       have hy : y ∈ Set.Ioc (√β * a) (√β * b) := ⟨by linarith, h2⟩
-      exact (Set.indicator_of_mem hy _).symm
+      exact (Set.indicator_of_mem hy
+        (fun y : ℝ => Real.exp (-(y ^ 2 / 2) + y ^ 4 / (4 * β)))).symm
   rw [← hG]
   refine hlim.congr' ?_
```
